# Multiple scattering as noncommutative algebra: the parts Tᵢ add up to a T-matrix of the total potential

Operators are taken here as elements of an arbitrary ring, and a t-matrix is any element that satisfies its defining equation. It is not introduced as the inverse expression (1 − V G)⁻¹ V or as the sum of a Born series. The argument then needs only addition and multiplication in a fixed order, and it applies equally to matrices of any finite size and to bounded operators on a Hilbert space.

## Waves sorted by their last scatterer

A particle moves at a fixed energy among static scatterers. The element G is the free propagator at that energy, Vᵢ is the potential of scatterer i, and V is the sum of all Vᵢ. An incoming free wave φ becomes the full wave ψ, with

ψ = φ + G V ψ.

The T-matrix T gives the same source of scattered waves from the free wave alone, T φ = V ψ. Inserting ψ = φ + G T φ leads to the operator form of the Lippmann–Schwinger equation,

T = V + V G T.

For a single scatterer the same equation defines its t-matrix tᵢ:

tᵢ = Vᵢ + Vᵢ G tᵢ.

This tᵢ contains all repeated scattering on i alone. In a cluster, let Tᵢ collect the processes whose last event is on scatterer i. Operators act from right to left, so the last event is the leftmost factor. Scatterer i responds to the free wave and to the waves sent out by the others:

Tᵢ = tᵢ + tᵢ G ∑(j≠i) Tⱼ.

The notation ∑(j≠i) means the sum over all j other than i. Scatterer i itself is left out because its repeated action is already in tᵢ.

## The claim and its Lean form

Suppose that every tᵢ satisfies its single-scatterer equation and that the Tᵢ satisfy the coupled equations. Then T = ∑(i) Tᵢ satisfies T = V + V G T. This is `total_lippmannSchwinger`.

In Lean, `R` is a ring, possibly noncommutative, and `ι` is the finite set of labels of the scatterers. The potentials, t-matrices and parts are functions `V t T : ι → R`. Two predicates carry the physics:

- `LippmannSchwinger G V T` says `T = V + V * G * T`. It serves for one scatterer and for the whole cluster.
- `ScatteringEquations G t T` states the coupled equations for all `i`. The set `univ.erase i` contains all labels except `i`.

Nothing requires `G` to be the resolvent of a Hamiltonian, so the energy and the boundary condition of the propagator enter only through the choice of `G`. The potentials need not be disjoint in space, Hermitian or weak.

The existence of the tᵢ and Tᵢ is assumed, and uniqueness is not claimed. Unbounded operators, with their domains, do not form a ring and are not covered, nor is the limit in which the energy approaches a continuous spectrum.

Within these limits, the theorem supports solving each of finitely many scatterers first and coupling the results afterwards: any solution of the coupled equations adds up to a solution of the total equation, and this is the T-matrix of the cluster whenever that equation has only one solution.

## From one scatterer to the sum

Take one scatterer with potential V and t-matrix t, and let S be the contribution arriving from the others. Its response is X = t + t G S. Factor out t and insert t = V + V G t:

X = t (1 + G S)

= (V + V G t)(1 + G S)

= V + V G S + V G t (1 + G S)

= V + V G S + V G X

= V + V G (X + S).

The t-matrix responds to the wave from elsewhere, whereas the bare potential responds to the full wave, including the one that the scatterer produces itself.

For scatterer i, put X = Tᵢ and S = ∑(j≠i) Tⱼ. Then X + S = T, and

Tᵢ = Vᵢ + Vᵢ G T.

The factor G T is the same for every i, so summation gives

T = ∑(i) Vᵢ + (∑(i) Vᵢ) G T = V + V G T.

For a single scatterer the coupled equations reduce to T = t, and for an empty family both V and T are zero.

## Recovering the parts from T

The converse starts from a solution T of the total equation and defines Tᵢ = Vᵢ + Vᵢ G T. These parts add up to V + V G T = T. To show that they solve the coupled equations, one uses the single-scatterer equation with its factors in the other order:

tᵢ = Vᵢ + tᵢ G Vᵢ.

Again drop the index and write W = X + S, so that X = V (1 + G W). Since V = t − t G V,

X = t (1 + G W) − t G V (1 + G W)

= t + t G W − t G X

= t + t G S.

With X = Tᵢ and W = T, this is the coupled equation for scatterer i.

In a general ring the two orders are separate hypotheses. For finite matrices they are equivalent: t = V + V G t implies (1 − V G)(1 + t G) = 1, so the square matrix 1 − V G is invertible, and t = (1 − V G)⁻¹ V = V (1 − G V)⁻¹ satisfies both. The reverse implication follows in the same way.

## Double scattering and the round trip

Inserting the equation for Tⱼ into that for Tᵢ and summing over i gives an exact expansion:

T = ∑(i) tᵢ + ∑(i) ∑(j≠i) tᵢ G tⱼ + ∑(i) ∑(j≠i) ∑(k≠j) tᵢ G tⱼ G Tₖ.

The first term is single scattering and the second is double scattering on distinct scatterers. The remainder contains the full Tₖ, so nothing has been truncated. The index k may equal i: a wave may return to a scatterer after visiting another one, but not immediately.

For two scatterers, labelled 0 and 1, the equations are

T₀ = t₀ + t₀ G T₁,

T₁ = t₁ + t₁ G T₀.

Substituting the second into the first and collecting T₀ on the left gives

(1 − t₀ G t₁ G) T₀ = t₀ + t₀ G t₁.

The product t₀ G t₁ G describes a round trip between the scatterers. If the bracket is invertible, this equation determines T₀.

## Two impurities on a dimer

A two-site lattice provides an explicit example. Matrices are written row by row, with rows separated by semicolons, and the energy unit is arbitrary:

G = [1, 1/2; 1/2, 1].

This is the resolvent (E − H₀)⁻¹ at E = 4/3 for a dimer Hamiltonian H₀ with site energies 0 and off-diagonal element 2/3. Each site carries an impurity of strength 1/2. On its own site, an impurity has the t-matrix element (1/2)/(1 − 1/2) = 1. The parts are

T₀ = [4/3, 2/3; 0, 0],

T₁ = [0, 0; 2/3, 4/3].

For instance, the first row of t₀ G T₁ is half the second row of T₁, namely (1/3, 2/3). Adding t₀ gives (4/3, 2/3), the first row of T₀. The equation for T₁ follows by exchanging the sites. The total is T = [4/3, 2/3; 2/3, 4/3].

## Solving for the parts in a program

A program that follows this scheme first computes each tᵢ from its own potential. It then assembles a block linear system with the identity in the diagonal blocks, −tᵢ G in the off-diagonal blocks and the tᵢ on the right-hand side. The solution gives the Tᵢ, and their sum is T. If only one incoming wave φ matters, the unknowns are the vectors Tᵢ φ, which saves storage.

Electronic-structure codes of the KKR type solve a system of the same structure in an angular-momentum basis, with single-site t-matrices and propagator elements between different sites. The reduction to that basis is a further step, derived for potentials that do not overlap, and it is not part of the theorem.

For a small cluster with explicit matrices, the residual T − V − V G T is a useful test of the implementation. It should vanish up to rounding and solver error. A larger residual can reveal a diagonal block that counts repeated scattering twice, or factors in the wrong order.

## The complete Lean file

```lean
import Mathlib

open Finset

namespace MultipleScattering

variable {R : Type*} [Ring R] {ι : Type*} [Fintype ι] [DecidableEq ι]

/-- The Lippmann–Schwinger equation `T = V + V G T` for the T-matrix of a potential `V`
with free propagator `G`. -/
def LippmannSchwinger (G V T : R) : Prop :=
  T = V + V * G * T

/-- The multiple-scattering equations: the part `T i` of the T-matrix that ends on scatterer `i`
is `t i` acting on the free wave and on the waves coming from all other scatterers. -/
def ScatteringEquations (G : R) (t T : ι → R) : Prop :=
  ∀ i, T i = t i + t i * G * ∑ j ∈ univ.erase i, T j

/-- One scatterer in the field of others: if `X` is the response of its t-matrix to the free wave
and the incoming part `S`, then `X` is the response of its bare potential to the full wave,
which contains `X` itself. -/
theorem bare_response_of_dressed {G V t X S : R} (ht : LippmannSchwinger G V t)
    (hX : X = t + t * G * S) : X = V + V * G * (X + S) := by
  unfold LippmannSchwinger at ht
  linear_combination (norm := noncomm_ring) hX - V * G * hX + ht * (1 + G * S)

/-- The reverse step: if `t = V + t G V`, a response of the bare potential to the full wave is
a response of the t-matrix to the free wave and the part `S` coming from elsewhere. -/
theorem dressed_response_of_bare {G V t X S : R} (ht : t = V + t * G * V)
    (hX : X = V + V * G * (X + S)) : X = t + t * G * S := by
  linear_combination (norm := noncomm_ring)
    hX + t * G * hX - ht * (1 + G * X + G * S)

/-- Each part `T i` equals the bare potential `V i` acting on the free wave and on the waves
from all scatterers, including `i`. -/
theorem partial_eq_bare {G : R} {V t T : ι → R}
    (ht : ∀ i, LippmannSchwinger G (V i) (t i)) (hT : ScatteringEquations G t T) (i : ι) :
    T i = V i + V i * G * ∑ j, T j := by
  have h := bare_response_of_dressed (ht i) (hT i)
  -- the wave from `i` and the waves from the others make up the total
  rwa [Finset.add_sum_erase univ T (mem_univ i)] at h

/-- Multiple-scattering theorem: the sum of the parts `T i` solves the Lippmann–Schwinger
equation of the total potential `∑ i, V i`. -/
theorem total_lippmannSchwinger {G : R} {V t T : ι → R}
    (ht : ∀ i, LippmannSchwinger G (V i) (t i)) (hT : ScatteringEquations G t T) :
    LippmannSchwinger G (∑ i, V i) (∑ i, T i) := by
  unfold LippmannSchwinger
  calc ∑ i, T i = ∑ i, (V i + V i * G * ∑ j, T j) :=
        Finset.sum_congr rfl fun i _ => partial_eq_bare ht hT i
    _ = ∑ i, V i + (∑ i, V i) * G * ∑ j, T j := by
        rw [Finset.sum_add_distrib, Finset.sum_mul, Finset.sum_mul]

/-- Converse: if `t i = V i + t i G V i` for every scatterer, any solution `T` of the total
Lippmann–Schwinger equation is the sum of the parts `V i + V i G T`, and these parts solve the
multiple-scattering equations. -/
theorem scatteringEquations_of_total {G T : R} {V t : ι → R}
    (ht : ∀ i, t i = V i + t i * G * V i) (hT : LippmannSchwinger G (∑ i, V i) T) :
    ∑ i, (V i + V i * G * T) = T ∧
      ScatteringEquations G t (fun i => V i + V i * G * T) := by
  have hsum : ∑ i, (V i + V i * G * T) = T := by
    rw [Finset.sum_add_distrib, ← Finset.sum_mul, ← Finset.sum_mul]
    exact hT.symm
  refine ⟨hsum, fun i => dressed_response_of_bare (ht i) ?_⟩
  -- the parts add up to `T`, so the full wave is the one generated by `T`
  rw [Finset.add_sum_erase univ (fun j => V j + V j * G * T) (mem_univ i), hsum]

/-- Exact expansion of the total T-matrix into single scattering, double scattering on distinct
scatterers, and a remainder in which no two successive scatterers coincide. -/
theorem double_scattering_expansion {G : R} {t T : ι → R} (hT : ScatteringEquations G t T) :
    ∑ i, T i = ∑ i, t i + ∑ i, ∑ j ∈ univ.erase i, t i * G * t j
      + ∑ i, ∑ j ∈ univ.erase i, ∑ k ∈ univ.erase j, t i * G * t j * G * T k := by
  rw [← Finset.sum_add_distrib, ← Finset.sum_add_distrib]
  refine Finset.sum_congr rfl fun i _ => ?_
  -- insert the equations for the other scatterers into the equation for `i`
  have e : ∑ j ∈ univ.erase i, T j
      = ∑ j ∈ univ.erase i, (t j + t j * G * ∑ k ∈ univ.erase j, T k) :=
    Finset.sum_congr rfl fun j _ => hT j
  have hi := hT i
  rw [e] at hi
  refine hi.trans ?_
  simp only [Finset.mul_sum, mul_add, Finset.sum_add_distrib, mul_assoc, add_assoc]

/-- Two scatterers: eliminating the second one leaves a closed equation for the part `T 0`,
in which `t 0 G t 1 G` describes one round trip between them. -/
theorem two_scatterers {G : R} {t T : Fin 2 → R} (hT : ScatteringEquations G t T) :
    (1 - t 0 * G * t 1 * G) * T 0 = t 0 + t 0 * G * t 1 := by
  have h0 := hT 0
  have h1 := hT 1
  rw [show (univ : Finset (Fin 2)).erase 0 = {1} by decide, Finset.sum_singleton] at h0
  rw [show (univ : Finset (Fin 2)).erase 1 = {0} by decide, Finset.sum_singleton] at h1
  linear_combination (norm := noncomm_ring) h0 + t 0 * G * h1

/-- Free propagator of a two-site lattice, with an amplitude `1/2` between the sites. -/
def dimerG : Matrix (Fin 2) (Fin 2) ℚ := !![1, 1/2; 1/2, 1]

/-- Two impurities of strength `1/2`, one on each site. -/
def dimerV : Fin 2 → Matrix (Fin 2) (Fin 2) ℚ := ![!![1/2, 0; 0, 0], !![0, 0; 0, 1/2]]

/-- The t-matrices of the two single impurities. -/
def dimert : Fin 2 → Matrix (Fin 2) (Fin 2) ℚ := ![!![1, 0; 0, 0], !![0, 0; 0, 1]]

/-- The parts of the total T-matrix that end on each impurity. -/
def dimerT : Fin 2 → Matrix (Fin 2) (Fin 2) ℚ := ![!![4/3, 2/3; 0, 0], !![0, 0; 2/3, 4/3]]

/-- The two-site lattice with two impurities satisfies both forms of the single-scatterer
equation and the multiple-scattering equations. -/
theorem dimer_witness :
    (∀ i, LippmannSchwinger dimerG (dimerV i) (dimert i)) ∧
    (∀ i, dimert i = dimerV i + dimert i * dimerG * dimerV i) ∧
    ScatteringEquations dimerG dimert dimerT := by
  refine ⟨Fin.forall_fin_two.2 ⟨?_, ?_⟩, Fin.forall_fin_two.2 ⟨?_, ?_⟩,
    Fin.forall_fin_two.2 ⟨?_, ?_⟩⟩
  · unfold LippmannSchwinger
    ext a b
    fin_cases a <;> fin_cases b <;>
      norm_num [dimerG, dimerV, dimert, Matrix.mul_apply, Fin.sum_univ_two]
  · unfold LippmannSchwinger
    ext a b
    fin_cases a <;> fin_cases b <;>
      norm_num [dimerG, dimerV, dimert, Matrix.mul_apply, Fin.sum_univ_two]
  · ext a b
    fin_cases a <;> fin_cases b <;>
      norm_num [dimerG, dimerV, dimert, Matrix.mul_apply, Fin.sum_univ_two]
  · ext a b
    fin_cases a <;> fin_cases b <;>
      norm_num [dimerG, dimerV, dimert, Matrix.mul_apply, Fin.sum_univ_two]
  · rw [show (univ : Finset (Fin 2)).erase 0 = {1} by decide, Finset.sum_singleton]
    ext a b
    fin_cases a <;> fin_cases b <;>
      norm_num [dimerG, dimerT, dimert, Matrix.mul_apply, Fin.sum_univ_two]
  · rw [show (univ : Finset (Fin 2)).erase 1 = {0} by decide, Finset.sum_singleton]
    ext a b
    fin_cases a <;> fin_cases b <;>
      norm_num [dimerG, dimerT, dimert, Matrix.mul_apply, Fin.sum_univ_two]

end MultipleScattering
```

```lean
#print axioms MultipleScattering.total_lippmannSchwinger
#print axioms MultipleScattering.scatteringEquations_of_total
#print axioms MultipleScattering.double_scattering_expansion
#print axioms MultipleScattering.two_scatterers
```

```
'MultipleScattering.total_lippmannSchwinger' depends on axioms: [propext, Classical.choice, Quot.sound]
'MultipleScattering.scatteringEquations_of_total' depends on axioms: [propext, Classical.choice, Quot.sound]
'MultipleScattering.double_scattering_expansion' depends on axioms: [propext, Classical.choice, Quot.sound]
'MultipleScattering.two_scatterers' depends on axioms: [propext, Classical.choice, Quot.sound]
```

## How the proofs follow the algebra

`bare_response_of_dressed` is the calculation for one scatterer. The tactic `linear_combination` receives the equations to be combined, together with their multipliers, and `noncomm_ring` verifies the resulting identity without exchanging factors. The term `ht * (1 + G * S)` is the single-scatterer equation multiplied on the right by 1 + G S, as in the derivation. The terms `hX - V * G * hX` replace t (1 + G S) by X in the two places where it occurs.

`dressed_response_of_bare` does the same for the converse. Its hypothesis `ht` has the other order of factors, and its multiplier `1 + G * X + G * S` is 1 + G W.

`partial_eq_bare` applies the first lemma to scatterer `i`. The rewrite with `Finset.add_sum_erase` joins `T i` to the sum over the other labels and produces the total. In `total_lippmannSchwinger`, the first line of the `calc` block replaces each part by this bare form. The second line splits the sum and uses `Finset.sum_mul` twice to distribute G and T over the sum of the potentials, which identifies (∑(i) Vᵢ) G T with ∑(i) Vᵢ G T.

`scatteringEquations_of_total` first proves `hsum`, the statement that the proposed parts add up to `T`. It then applies the reverse lemma to each scatterer. The remaining goal asks for the full wave as one part plus all the others, and `hsum` identifies that sum with `T`.

In `double_scattering_expansion`, the equation `e` inserts the coupled equations for all `j` different from `i`. Distributing the products over the sums then separates the three terms. `two_scatterers` reduces each sum over the other labels to a single term and combines the equations as `h0 + t 0 * G * h1`, which is the substitution of T₁ into the equation for T₀.

`dimer_witness` compares matrix entries in exact rational arithmetic. It establishes both orders of the single-scatterer equation and the coupled equations for the dimer, so the main theorem applies to a case in which the propagator really connects the two scatterers.
